# In a two-state model with fixed coupling to the box edge, a bound level has a higher polarizability spike at a weaker field in the larger box

## Repeating a field scan in a larger box

A static polarizability can be computed by putting an atom in a finite box, finding its energy at several field strengths and taking minus the second derivative numerically. If the result has a sharp peak at some field, a useful next step is to repeat the scan in a larger box. A peak that moves to a weaker field and grows is then suspected of coming from the box and not from the atom.

A two-state model whose coupling depends on neither the field nor the size of the box shows this behaviour exactly. In it, a bound atomic level meets a state at the downhill edge of the box, and the avoided crossing between them produces the peak.

## An atomic level and a box-edge function

Let I be the binding energy of the atomic level, so that its energy is −I. Let L > 0 be the distance from the atom to the box edge and F the field strength, in units where the electron's charge has magnitude one. A function localized at the edge has energy −FL. The two functions are orthonormal, and v > 0 is the matrix element between them. It stands for tunnelling through the barrier between atom and edge. The Hamiltonian is

H(F) = [[−I, v], [v, −FL]].

Write E(F) for its lower eigenvalue. The polarizability is

α(F) = −E″(F).

The model leaves out the atom's own response to the field, the confinement energy of the edge function, all other box states and any dependence of v on F. It also has no continuum, so it gives no ionization rate. The position and height of the peak depend on where the box ends, so the peak is not a property of the atom alone.

## The lower level

A number μ is an eigenvalue of H(F) exactly when

(μ + I)(μ + FL) = v².

Multiplying by 4 and completing the square gives

(2μ + I + FL)² = (FL − I)² + 4v².

Define the detuning D = FL − I and the splitting S = √(D² + 4v²). The two eigenvalues are (−(I + FL) ± S)/2, and the lower one is

E = (−(I + FL) − S)/2.

Since v > 0, S is positive at every field, and E can be differentiated everywhere.

## Two derivatives and the maximum

From S² = D² + 4v² and D′ = L it follows that 2SS′ = 2DL, so

S′ = LD/S.

The slope of the level is therefore

E′ = (−L − LD/S)/2 = −(L/2)(1 + D/S).

For the second derivative, the quotient rule gives

(D/S)′ = L/S − D·S′/S² = L(S² − D²)/S³ = 4Lv²/S³,

and hence

α = −E″ = (L/2)·4Lv²/S³ = 2L²v²/S³.

Only S depends on the field here. At F = I/L the detuning vanishes and S = 2v, so

α(I/L) = 2L²v²/(8v³) = L²/(4v).

At any other field D² > 0, so S > 2v and α is strictly smaller. The maximum is unique.

Now take two boxes L₁ < L₂ with the same v and the same I > 0. Their maxima lie at I/L₁ and I/L₂, and

I/L₂ < I/L₁, L₁²/(4v) < L₂²/(4v).

Doubling the box halves the field of the peak and makes the peak four times as high.

## A coupling that changes with the box, and the limit of weak coupling

The comparison of heights uses the same v in both boxes. Take L = 1 with v = 1, and L = 2 with v = 4. Both heights are 1/4, so the larger box does not have the higher peak if the coupling may grow as L². This example only shows that the hypothesis matters in the algebra. Tunnelling through a longer barrier normally makes v smaller, and by the formula L²/(4v) this raises the peak further.

As v → 0 at fixed L, the height L²/(4v) grows without bound, while the width of the peak in the field, which is proportional to v/L, shrinks to zero. A scan with a field step much larger than this width does not resolve the height. The lower level tends to −max(I, FL), which has a kink at F = I/L: its slope jumps from 0 to −L, and there is no second derivative at that point.

## What the Lean statements say

`hamiltonian I L v F` is the real 2×2 matrix above, with index 0 for the atomic level and index 1 for the edge function. `splitting` is S and `lowerLevel` is the closed form for E. The theorem `lowerLevel_isLeast` connects this formula with the matrix: for v > 0 it is the least real μ for which some non-zero vector x satisfies Hx = μx.

`polarizability` is defined as minus the derivative of the derivative of `lowerLevel`, so the formula 2L²v²/S³ is derived and not assumed. Lean's `deriv` returns 0 where a function has no derivative, but for v > 0 both derivatives exist.

`polarizability_spike` assumes L > 0 and v > 0. It gives the value L²/(4v) at I/L and the strict inequality at every other real field, for any real I.

`larger_box_higher_spike` takes a field F₁ at which the polarizability in box L₁ is greatest, and a field F₂ with the same property for L₂. It concludes that F₂ < F₁ and that the second maximum is higher. Such fields exist by the previous theorem. Here I must be positive: for I = 0 both maxima lie at zero field.

## The complete file

```lean
import Mathlib

open Matrix

namespace StarkBoxSpike

noncomputable section

/-- The Hamiltonian of an atomic level `-I` coupled by `v` to a box-edge function
whose energy in the field `F` is `-F L`. -/
def hamiltonian (I L v F : ℝ) : Matrix (Fin 2) (Fin 2) ℝ :=
  !![-I, v; v, -(F * L)]

/-- The splitting between the two levels in the field `F`. -/
def splitting (I L v F : ℝ) : ℝ := √((F * L - I) ^ 2 + 4 * v ^ 2)

/-- The lower level in the field `F`: the mean of the two diagonal energies minus half
the splitting. -/
def lowerLevel (I L v F : ℝ) : ℝ := (-(I + F * L) - splitting I L v F) / 2

/-- The polarizability of the lower level: minus the second derivative of its energy
with respect to the field. -/
def polarizability (I L v F : ℝ) : ℝ := -deriv (deriv (lowerLevel I L v)) F

/-- The square of the splitting is the squared detuning plus four times the squared
coupling. -/
theorem splitting_sq (I L v F : ℝ) :
    splitting I L v F ^ 2 = (F * L - I) ^ 2 + 4 * v ^ 2 :=
  Real.sq_sqrt (by positivity)

/-- For a coupling `v > 0` the splitting is positive at every field. -/
theorem splitting_pos (I L : ℝ) {v : ℝ} (hv : 0 < v) (F : ℝ) :
    0 < splitting I L v F :=
  Real.sqrt_pos.2 (by positivity)

/-- For `v > 0` the lower level is the least eigenvalue of the Hamiltonian. -/
theorem lowerLevel_isLeast (I L : ℝ) {v : ℝ} (hv : 0 < v) (F : ℝ) :
    IsLeast {μ : ℝ | ∃ x : Fin 2 → ℝ, x ≠ 0 ∧ hamiltonian I L v F *ᵥ x = μ • x}
      (lowerLevel I L v F) := by
  constructor
  · -- the characteristic equation makes `(v, E + I)` an eigenvector
    have hE : (lowerLevel I L v F + I) * (lowerLevel I L v F + F * L) = v ^ 2 := by
      unfold lowerLevel
      linear_combination (1 / 4) * splitting_sq I L v F
    refine ⟨![v, lowerLevel I L v F + I], ?_, ?_⟩
    · intro h
      have h0 := congrFun h 0
      simp at h0
      exact hv.ne' h0
    · ext i
      fin_cases i
      · simp [hamiltonian, Matrix.mulVec, dotProduct, Fin.sum_univ_two]
        ring
      · simp [hamiltonian, Matrix.mulVec, dotProduct, Fin.sum_univ_two]
        linear_combination -hE
  · rintro μ ⟨x, hx, h⟩
    have h0 := congrFun h 0
    have h1 := congrFun h 1
    simp [hamiltonian, Matrix.mulVec, dotProduct, Fin.sum_univ_two] at h0 h1
    -- every eigenvalue satisfies the characteristic equation
    have hc : (μ + I) * (μ + F * L) = v ^ 2 := by
      by_contra hne
      apply hx
      have k0 : ((μ + I) * (μ + F * L) - v ^ 2) * x 0 = 0 := by
        linear_combination -(μ + F * L) * h0 - v * h1
      have k1 : ((μ + I) * (μ + F * L) - v ^ 2) * x 1 = 0 := by
        linear_combination -(μ + I) * h1 - v * h0
      ext i
      fin_cases i
      · exact (mul_eq_zero.1 k0).resolve_left (sub_ne_zero.2 hne)
      · exact (mul_eq_zero.1 k1).resolve_left (sub_ne_zero.2 hne)
    have hsq : (2 * μ + I + F * L) ^ 2 ≤ (F * L - I) ^ 2 + 4 * v ^ 2 :=
      le_of_eq (by linear_combination 4 * hc)
    have hlow := neg_le_of_abs_le (Real.abs_le_sqrt hsq)
    unfold lowerLevel splitting
    linarith

/-- For `v > 0`, the rate at which the splitting changes with the field. -/
theorem splitting_hasDerivAt (I L : ℝ) {v : ℝ} (hv : 0 < v) (F : ℝ) :
    HasDerivAt (splitting I L v) (L * (F * L - I) / splitting I L v F) F := by
  have hg := (splitting_pos I L hv F).ne'
  have h1 : HasDerivAt (fun F : ℝ => (F * L - I) ^ 2 + 4 * v ^ 2)
      (2 * (F * L - I) * L) F :=
    (((((hasDerivAt_id' F).mul_const L).sub_const I).fun_pow 2).add_const
      (4 * v ^ 2)).congr_deriv (by norm_num)
  have h2 : HasDerivAt (splitting I L v)
      (2 * (F * L - I) * L / (2 * splitting I L v F)) F :=
    h1.sqrt (by positivity)
  refine h2.congr_deriv ?_
  rw [div_eq_div_iff (mul_ne_zero two_ne_zero hg) hg]
  ring

/-- For `v > 0`, the slope of the lower level as a function of the field. -/
theorem lowerLevel_hasDerivAt (I L : ℝ) {v : ℝ} (hv : 0 < v) (F : ℝ) :
    HasDerivAt (lowerLevel I L v)
      (-(L / 2) * (1 + (F * L - I) / splitting I L v F)) F := by
  have h : HasDerivAt (lowerLevel I L v)
      ((-(1 * L) - L * (F * L - I) / splitting I L v F) / 2) F :=
    ((((hasDerivAt_id' F).mul_const L).const_add I).fun_neg.fun_sub
      (splitting_hasDerivAt I L hv F)).div_const 2
  exact h.congr_deriv (by ring)

/-- For `v > 0` the polarizability of the lower level is `2 L² v²` divided by the cube
of the splitting. -/
theorem polarizability_eq (I L : ℝ) {v : ℝ} (hv : 0 < v) (F : ℝ) :
    polarizability I L v F = 2 * L ^ 2 * v ^ 2 / splitting I L v F ^ 3 := by
  have hg := (splitting_pos I L hv F).ne'
  have hd : deriv (lowerLevel I L v) =
      fun F => -(L / 2) * (1 + (F * L - I) / splitting I L v F) :=
    funext fun F => (lowerLevel_hasDerivAt I L hv F).deriv
  have h : HasDerivAt (fun F => -(L / 2) * (1 + (F * L - I) / splitting I L v F))
      _ F :=
    (((((hasDerivAt_id' F).mul_const L).sub_const I).fun_div
      (splitting_hasDerivAt I L hv F) hg).const_add 1).const_mul (-(L / 2))
  -- trade the coupling for the splitting and the detuning
  have hv2 : v ^ 2 = (splitting I L v F ^ 2 - (F * L - I) ^ 2) / 4 := by
    linear_combination (-1 / 4) * splitting_sq I L v F
  rw [polarizability, hd, h.deriv, hv2]
  field_simp
  ring

/-- For `L, v > 0` the polarizability of the lower level equals `L² / (4 v)` at the field
`I / L` and is strictly smaller at every other field. -/
theorem polarizability_spike (I : ℝ) {L v : ℝ} (hL : 0 < L) (hv : 0 < v) :
    polarizability I L v (I / L) = L ^ 2 / (4 * v) ∧
      ∀ F, F ≠ I / L → polarizability I L v F < L ^ 2 / (4 * v) := by
  constructor
  · -- at resonance the splitting is twice the coupling
    have hs : splitting I L v (I / L) = 2 * v := by
      have h : (I - I) ^ 2 + 4 * v ^ 2 = (2 * v) ^ 2 := by ring
      rw [splitting, div_mul_cancel₀ I hL.ne', h, Real.sqrt_sq (by positivity)]
    rw [polarizability_eq I L hv, hs, div_eq_div_iff (by positivity) (by positivity)]
    ring
  · intro F hF
    have hne : F * L - I ≠ 0 := by
      intro h
      apply hF
      rw [eq_div_iff hL.ne']
      linarith
    have hpos : 0 < (F * L - I) ^ 2 :=
      lt_of_le_of_ne (sq_nonneg _) (pow_ne_zero 2 hne).symm
    -- away from resonance the splitting is larger
    have hs : 2 * v < splitting I L v F :=
      (Real.lt_sqrt (by positivity)).2 (by nlinarith)
    have h3 : (2 * v) ^ 3 < splitting I L v F ^ 3 :=
      pow_lt_pow_left₀ hs (by positivity) (by norm_num)
    have hg := splitting_pos I L hv F
    rw [polarizability_eq I L hv, div_lt_div_iff₀ (by positivity) (by positivity)]
    nlinarith [mul_lt_mul_of_pos_left h3 (pow_pos hL 2)]

/-- Let `I, v > 0` and `0 < L₁ < L₂`. If the polarizability is greatest at `F₁` in the
box `L₁` and at `F₂` in the box `L₂`, then the larger box has its maximum at the weaker
field and with the greater height. -/
theorem larger_box_higher_spike {I v L₁ L₂ F₁ F₂ : ℝ} (hI : 0 < I) (hv : 0 < v)
    (hL₁ : 0 < L₁) (hL : L₁ < L₂)
    (h₁ : ∀ F, polarizability I L₁ v F ≤ polarizability I L₁ v F₁)
    (h₂ : ∀ F, polarizability I L₂ v F ≤ polarizability I L₂ v F₂) :
    F₂ < F₁ ∧ polarizability I L₁ v F₁ < polarizability I L₂ v F₂ := by
  have hL₂ : 0 < L₂ := hL₁.trans hL
  obtain ⟨e₁, u₁⟩ := polarizability_spike I hL₁ hv
  obtain ⟨e₂, u₂⟩ := polarizability_spike I hL₂ hv
  -- uniqueness of the maximum locates both fields
  have p₁ : F₁ = I / L₁ := by
    by_contra hne
    linarith [u₁ F₁ hne, h₁ (I / L₁)]
  have p₂ : F₂ = I / L₂ := by
    by_contra hne
    linarith [u₂ F₂ hne, h₂ (I / L₂)]
  rw [p₁, p₂, e₁, e₂]
  constructor
  · rw [div_lt_div_iff₀ hL₂ hL₁]
    nlinarith
  · gcongr

end

end StarkBoxSpike
```

```lean
#print axioms StarkBoxSpike.lowerLevel_isLeast
#print axioms StarkBoxSpike.larger_box_higher_spike
```

```
'StarkBoxSpike.lowerLevel_isLeast' depends on axioms: [propext, Classical.choice, Quot.sound]
'StarkBoxSpike.larger_box_higher_spike' depends on axioms: [propext, Classical.choice, Quot.sound]
```

## From the eigenvalue to the least eigenvalue

`splitting_sq` and `splitting_pos` record S² = D² + 4v² and S > 0. The proof of `lowerLevel_isLeast` has two halves.

The first half shows that E is an eigenvalue, with the unnormalised eigenvector (v, E + I). Dividing by √(v² + (E + I)²) would normalise it. The vector is non-zero because v > 0. The first row of the eigenvalue equation is an identity, and the second is the characteristic equation `hE`, which `linear_combination` obtains from `splitting_sq`.

The second half takes any eigenvalue μ with eigenvector x. Combining the two rows shows that (μ + I)(μ + FL) − v² multiplies each component of x to zero. If this factor were non-zero, x would vanish, so the characteristic equation `hc` holds. Completing the square gives `hsq`, and `Real.abs_le_sqrt` turns it into −S ≤ 2μ + I + FL, which is E ≤ μ.

## From the slope to the spike

`splitting_hasDerivAt` applies the chain rule to the square root, which is allowed because the radicand is positive. `lowerLevel_hasDerivAt` combines the result with the linear part of E to give the slope.

In `polarizability_eq`, the step `hd` identifies the first derivative as a function of the field, so that it can be differentiated again. The quotient rule then gives the second derivative. The step `hv2` writes v² as (S² − D²)/4, the same relation that simplified the quotient above, and `field_simp` and `ring` finish the algebra.

The first part of `polarizability_spike` computes S = 2v at F = I/L and inserts it. In the second part, F ≠ I/L gives D ≠ 0, then S > 2v, then S³ > (2v)³. After cross-multiplication the required inequality is 8L²v³ < L²S³, which `nlinarith` gets from the inequality between the cubes multiplied by L².

For `larger_box_higher_spike`, suppose that F₁ were different from I/L₁. The polarizability at F₁ would then be strictly below its value at I/L₁, against the assumption that F₁ is a maximum. The same argument places F₂ at I/L₂. What remains is to compare the two fractions for the fields, by cross-multiplication, and the two heights, where `gcongr` uses L₁ < L₂.
